# Slater's half-way transition state is exact for every charge transfer only if the energy is at most quadratic in the occupation

Removing an electron from an orbital changes the total energy of a molecule. The direct way to compute the change is to converge two self-consistent calculations, one with the orbital filled and one with it empty, and subtract two large numbers. Slater's transition state replaces them with a single calculation in which the orbital holds half an electron, and reads the energy change from the orbital energy found there. (This is not the saddle point of a chemical reaction.) For which energy curves does the short cut make no error at all, whatever amount of charge is moved?

## The midpoint rule and the energies that satisfy it

Let x be the occupation of one spin orbital, which holds at most one electron (the occupation is often written n in textbooks), let E(x) be the total energy at that occupation, and let e(x) be the orbital energy. Take e to be the derivative of E. This condition stands for Janak's theorem, by which a Kohn–Sham eigenvalue is the derivative of the self-consistent total energy with respect to the occupation of its orbital. The half-way rule for a transfer from occupation x to occupation y is

E(y) − E(x) = (y − x) e((x + y)/2).

It holds for all real x and y if and only if there are constants a, b, c with

E(x) = a + b x + c x².

The same equivalence holds when all occupations are restricted to the physical range from 0 to 1. If the orbital energy is instead taken at another fixed fraction s ≠ 1/2 of the way from x to y, exactness for all real x and y leaves only affine energies, E(x) = a + b x.

## Where a code uses the half-occupied orbital energy

A full ionisation runs from x = 1 to y = 0, so the rule gives the ionisation energy as E(0) − E(1) = −e(1/2). Codes use this for core and valence levels. For an excitation from orbital i to orbital j, x is the number of electrons already moved and e is the orbital energy of j minus that of i.

The same identity appears when eigenvalues are checked against total energies by a central difference: (E(y) − E(x))/(y − x) is compared with the eigenvalue at the midpoint. For a one-parameter energy curve that is at most quadratic, the two agree at any step size. For any other differentiable curve, some pair of occupations shows a discrepancy even if the eigenvalue is correctly implemented.

With frozen orbitals, the Hartree energy is quadratic in one occupation. Orbital relaxation and approximate exchange-correlation functionals generally add other terms.

## From two-step transfers to a quadratic energy

Choose a centre m and two displacements p and q, and apply the rule to three transfers among the occupations m − p, m + p and m + q:

E(m + q) − E(m + p) = (q − p) e(m + (q + p)/2)

E(m + q) − E(m − p) = (q + p) e(m + (q − p)/2)

E(m + p) − E(m − p) = 2p e(m).

The second transfer is the third followed by the first. Equating the energy changes removes E:

(q + p) e(m + (q − p)/2) = (q − p) e(m + (q + p)/2) + 2p e(m).

Since 2p = (q + p) − (q − p), this is the balance

(q − p) [e(m + (q + p)/2) − e(m)] = (q + p) [e(m + (q − p)/2) − e(m)].

Now set m = 1/2, p = x/2 − 1/2 and q = x/2. Then q − p = 1/2 and q + p = x − 1/2. The two shifted arguments become (x + 1/2)/2, the midpoint between half filling and x, and 3/4. With D = e(3/4) − e(1/2), the balance reads

e((x + 1/2)/2) = e(1/2) + 2 (x − 1/2) D.

Inserting this in the rule for the transfer from 1/2 to x gives

E(x) = E(1/2) + (x − 1/2) e(1/2) + 2 (x − 1/2)² D.

This is a polynomial of degree at most 2, with

c = 2D, b = e(1/2) − 2D, a = E(1/2) − e(1/2)/2 + D/2.

The occupations between which charge was moved are 1/2, x, 1 − x/2, x/2 and 1/2 + x/2. All lie in [0,1] when x does, so the argument also works on the physical range. It uses no derivative.

The converse does use e = E′. If E(x) = a + b x + c x², then e(z) = b + 2c z at an occupation z, and

E(y) − E(x) = (y − x) [b + c (x + y)] = (y − x) e((x + y)/2).

## An off-centre fraction leaves only affine energies

For a fraction s, let d = y − x ≠ 0. The transfer and its reverse give

E(y) − E(x) = d e(x + s d)

E(x) − E(y) = −d e(y − s d).

Adding them and dividing by d shows that e(x + s d) = e(y − s d). The two arguments differ by (2s − 1)d, which is nonzero when s ≠ 1/2. For any u ≠ 0, take d = u/(2s − 1), x = (u − d)/2 and y = (u + d)/2. The arguments are then u and 0, so e(u) = e(0). The orbital energy is constant, and the transfer from 0 to x gives E(x) = E(0) + x e(0). Conversely, an affine energy has constant derivative b, and the rule holds for every s.

The cases s = 0 and s = 1 are the estimates that use the orbital energy of the initial or the final state.

## The equivalences in Lean

```lean
import Mathlib

open Set Topology

namespace SlaterTransitionState

/-- The transition-state rule at fraction `s` of the transfer is exact on the set `S` of
occupations: the energy change from `x` to `y` is the transferred charge times the orbital
energy `e` at the occupation `x + s (y - x)`. -/
def TransitionStateExact (s : ℝ) (S : Set ℝ) (E e : ℝ → ℝ) : Prop :=
  ∀ x ∈ S, ∀ y ∈ S, E y - E x = (y - x) * e (x + s * (y - x))

/-- If the half-way rule is exact on `S`, then comparing a direct transfer with a two-step
transfer between the occupations `m - p`, `m + p` and `m + q` of `S` gives a relation between
orbital energies alone. -/
theorem transfer_balance {S : Set ℝ} {E e : ℝ → ℝ}
    (h : TransitionStateExact (1 / 2) S E e) {m p q : ℝ}
    (h1 : m - p ∈ S) (h2 : m + p ∈ S) (h3 : m + q ∈ S) :
    (q - p) * (e (m + (q + p) / 2) - e m) = (q + p) * (e (m + (q - p) / 2) - e m) := by
  have a := h _ h2 _ h3
  have b := h _ h1 _ h3
  have c := h _ h1 _ h2
  rw [show m + p + 1 / 2 * (m + q - (m + p)) = m + (q + p) / 2 by ring] at a
  rw [show m - p + 1 / 2 * (m + q - (m - p)) = m + (q - p) / 2 by ring] at b
  rw [show m - p + 1 / 2 * (m + p - (m - p)) = m by ring] at c
  -- the direct transfer minus the two steps: all total energies cancel
  linear_combination b - a - c

/-- If the half-way rule is exact on a set containing the five occupations listed, the energy at `x`
is an explicit quadratic expression around half filling, with coefficients given by the total energy
at occupation 1/2 and the orbital energies at occupations 1/2 and 3/4. -/
theorem energy_formula {S : Set ℝ} {E e : ℝ → ℝ}
    (h : TransitionStateExact (1 / 2) S E e) {x : ℝ} (hx : x ∈ S) (h0 : (1 / 2 : ℝ) ∈ S)
    (h1 : 1 - x / 2 ∈ S) (h2 : x / 2 ∈ S) (h3 : 1 / 2 + x / 2 ∈ S) :
    E x = E (1 / 2) + (x - 1 / 2) * e (1 / 2)
      + 2 * (x - 1 / 2) ^ 2 * (e (3 / 4) - e (1 / 2)) := by
  have h1' : 1 / 2 - (x / 2 - 1 / 2) ∈ S := by
    rwa [show 1 / 2 - (x / 2 - 1 / 2) = 1 - x / 2 by ring]
  have h2' : 1 / 2 + (x / 2 - 1 / 2) ∈ S := by
    rwa [show 1 / 2 + (x / 2 - 1 / 2) = x / 2 by ring]
  have bal := transfer_balance h h1' h2' h3
  rw [show 1 / 2 + (x / 2 + (x / 2 - 1 / 2)) / 2 = 1 / 2 + 1 / 2 * (x - 1 / 2) by ring,
    show 1 / 2 + (x / 2 - (x / 2 - 1 / 2)) / 2 = 3 / 4 by ring] at bal
  have d := h _ h0 _ hx
  linear_combination d + 2 * (x - 1 / 2) * bal

/-- If the energy is quadratic on a neighbourhood `S` of the occupation `z`, its derivative
there, the orbital energy, is linear in the occupation with the matching coefficients. -/
theorem orbital_energy_of_quadratic {S : Set ℝ} {E : ℝ → ℝ} {a b c z ε : ℝ}
    (hE : ∀ x ∈ S, E x = a + b * x + c * x ^ 2) (hS : S ∈ 𝓝 z)
    (hd : HasDerivAt E ε z) : ε = b + 2 * c * z := by
  have hsq : HasDerivAt (fun x : ℝ => x * x) (1 * z + z * 1) z :=
    (hasDerivAt_id' z).fun_mul (hasDerivAt_id' z)
  have hq : HasDerivAt (fun x : ℝ => a + b * x + c * (x * x))
      (b * 1 + c * (1 * z + z * 1)) z :=
    (((hasDerivAt_id' z).const_mul b).const_add a).fun_add (hsq.const_mul c)
  have heq : E =ᶠ[𝓝 z] (fun x : ℝ => a + b * x + c * (x * x)) := by
    filter_upwards [hS] with x hx
    show E x = a + b * x + c * (x * x)
    rw [hE x hx]
    ring
  have hu := hd.unique (hq.congr_of_eventuallyEq heq)
  linear_combination hu

/-- For an energy differentiable on the reals with orbital energy `e = E'`, the half-way
transition state is exact for every charge transfer if and only if the energy is a polynomial
of degree at most two in the occupation. -/
theorem exact_iff_quadratic {E e : ℝ → ℝ} (hd : ∀ x, HasDerivAt E (e x) x) :
    TransitionStateExact (1 / 2) univ E e ↔
      ∃ a b c : ℝ, ∀ x, E x = a + b * x + c * x ^ 2 := by
  constructor
  · intro h
    refine ⟨E (1 / 2) - e (1 / 2) / 2 + (e (3 / 4) - e (1 / 2)) / 2,
      e (1 / 2) - 2 * (e (3 / 4) - e (1 / 2)), 2 * (e (3 / 4) - e (1 / 2)), fun x => ?_⟩
    have hx := energy_formula h (mem_univ x) (mem_univ _) (mem_univ _) (mem_univ _) (mem_univ _)
    linear_combination hx
  · rintro ⟨a, b, c, hE⟩ x _ y _
    rw [orbital_energy_of_quadratic (S := univ) (fun t _ => hE t) Filter.univ_mem (hd _),
      hE x, hE y]
    ring

/-- For an energy with derivative `e` at all occupations strictly between 0 and 1, the half-way
transition state is exact for all transfers within `[0, 1]` if and only if the energy is a
polynomial of degree at most two on `[0, 1]`. -/
theorem exact_on_unit_interval_iff {E e : ℝ → ℝ}
    (hd : ∀ x ∈ Ioo (0 : ℝ) 1, HasDerivAt E (e x) x) :
    TransitionStateExact (1 / 2) (Icc 0 1) E e ↔
      ∃ a b c : ℝ, ∀ x ∈ Icc (0 : ℝ) 1, E x = a + b * x + c * x ^ 2 := by
  constructor
  · intro h
    refine ⟨E (1 / 2) - e (1 / 2) / 2 + (e (3 / 4) - e (1 / 2)) / 2,
      e (1 / 2) - 2 * (e (3 / 4) - e (1 / 2)), 2 * (e (3 / 4) - e (1 / 2)), fun x hx => ?_⟩
    obtain ⟨hx0, hx1⟩ := hx
    have hf := energy_formula h (x := x) ⟨hx0, hx1⟩ ⟨by norm_num, by norm_num⟩
      ⟨by linarith, by linarith⟩ ⟨by linarith, by linarith⟩ ⟨by linarith, by linarith⟩
    linear_combination hf
  · rintro ⟨a, b, c, hE⟩ x hx y hy
    rcases eq_or_ne x y with hxy | hxy
    · rw [hxy]
      ring
    · -- the midpoint of two distinct occupations is an interior point
      have hz : x + 1 / 2 * (y - x) ∈ Ioo (0 : ℝ) 1 := by
        obtain ⟨hx0, hx1⟩ := hx
        obtain ⟨hy0, hy1⟩ := hy
        rcases lt_or_gt_of_ne hxy with hlt | hlt
        · exact ⟨by linarith, by linarith⟩
        · exact ⟨by linarith, by linarith⟩
      rw [orbital_energy_of_quadratic hE (Icc_mem_nhds hz.1 hz.2) (hd _ hz), hE x hx, hE y hy]
      ring

/-- For an energy differentiable on the reals with orbital energy `e = E'`, a transition state
at a fixed fraction `s` other than one half is exact for every charge transfer if and only if
the energy is affine in the occupation. -/
theorem off_centre_exact_iff_affine {E e : ℝ → ℝ} (hd : ∀ x, HasDerivAt E (e x) x)
    {s : ℝ} (hs : s ≠ 1 / 2) :
    TransitionStateExact s univ E e ↔ ∃ a b : ℝ, ∀ x, E x = a + b * x := by
  constructor
  · intro h
    have hconst : ∀ u, e u = e 0 := by
      intro u
      by_cases hu : u = 0
      · rw [hu]
      have hs' : 2 * s - 1 ≠ 0 := fun h0 => hs (by linarith)
      obtain ⟨d, hdu⟩ : ∃ d, d * (2 * s - 1) = u := ⟨u / (2 * s - 1), div_mul_cancel₀ _ hs'⟩
      have hd0 : d ≠ 0 := by
        intro h0
        rw [h0, zero_mul] at hdu
        exact hu hdu.symm
      -- a transfer and its reverse probe the orbital energy at `u` and at `0`
      have h1 := h ((u - d) / 2) (mem_univ _) ((u + d) / 2) (mem_univ _)
      have h2 := h ((u + d) / 2) (mem_univ _) ((u - d) / 2) (mem_univ _)
      rw [show (u - d) / 2 + s * ((u + d) / 2 - (u - d) / 2) = u by
        linear_combination hdu / 2] at h1
      rw [show (u + d) / 2 + s * ((u - d) / 2 - (u + d) / 2) = 0 by
        linear_combination -hdu / 2] at h2
      exact mul_left_cancel₀ hd0 (by linear_combination -h1 - h2)
    refine ⟨E 0, e 0, fun x => ?_⟩
    have hx := h 0 (mem_univ _) x (mem_univ _)
    rw [hconst] at hx
    linear_combination hx
  · rintro ⟨a, b, hE⟩ x _ y _
    have hq : ∀ t ∈ (univ : Set ℝ), E t = a + b * t + 0 * t ^ 2 := by
      intro t _
      rw [hE t]
      ring
    rw [orbital_energy_of_quadratic hq Filter.univ_mem (hd _), hE x, hE y]
    ring

end SlaterTransitionState
```

```lean
#print axioms SlaterTransitionState.exact_iff_quadratic
#print axioms SlaterTransitionState.exact_on_unit_interval_iff
#print axioms SlaterTransitionState.off_centre_exact_iff_affine
```

```
'SlaterTransitionState.exact_iff_quadratic' depends on axioms: [propext, Classical.choice, Quot.sound]
'SlaterTransitionState.exact_on_unit_interval_iff' depends on axioms: [propext, Classical.choice, Quot.sound]
'SlaterTransitionState.off_centre_exact_iff_affine' depends on axioms: [propext, Classical.choice, Quot.sound]
```

## Occupations, energies and ranges in the statements

`TransitionStateExact s S E e` says that, for every `x` and `y` in the set `S`, the energy change equals `y - x` times `e` at `x + s * (y - x)`. With `s` equal to `1 / 2`, that argument is the midpoint. Occupations are real numbers, `y - x` counts electrons, and `e` is the orbital energy, not the elementary charge.

The definition does not itself link `e` to `E`. The link is the hypothesis `HasDerivAt E (e x) x`, which says that `E` has derivative `e x` at `x`.

- `exact_iff_quadratic` takes `S` to be `univ`, all real numbers, and assumes the derivative everywhere.
- `exact_on_unit_interval_iff` takes `S` to be `Icc 0 1`, the closed interval, and assumes the derivative only on `Ioo (0 : ℝ) 1`, its interior. `HasDerivAt` is two-sided, so requiring it at 0 and 1 would constrain the energy beyond the physical range and exclude curves with a kink at integer occupation.
- `off_centre_exact_iff_affine` allows any real `s` other than one half, on the whole real line only.

In the two quadratic statements `c` may be zero, so affine and constant energies are included.

## How the lemmas carry the calculation

`transfer_balance` is the elimination of E. It instantiates the rule three times, simplifies the midpoints with `ring`, and combines the equations as `b - a - c`, the direct transfer minus its two steps.

`energy_formula` puts in the special values of m, p and q. Its five membership hypotheses are the five occupations listed in the derivation. The last line adds a multiple of the balance to the rule for the transfer from half filling to `x`.

`orbital_energy_of_quadratic` differentiates the polynomial. It needs E to be quadratic only on a neighbourhood of the occupation `z`, written `S ∈ 𝓝 z`. There E and the polynomial agree, and uniqueness of the derivative identifies the orbital energy.

The two quadratic equivalences combine these lemmas. On the closed interval, the converse splits into two cases: for x = y both sides vanish, and for x ≠ y the midpoint lies strictly inside the interval, where the derivative is available.

In the off-centre theorem, `h1` and `h2` are the transfer and its reverse. `mul_left_cancel₀` divides by the nonzero `d`, and `hconst` records that the orbital energy is constant.

## What agreement or disagreement tells a code

The word "every" carries the result, and the mistake to avoid is replacing it with a single transfer. Take E(x) = −x + (x − 1/2)⁴, in some unit of energy. Then E(1) − E(0) = −1 and e(1/2) = −1, so the rule is exact for the full transfer between 0 and 1, yet the energy is not quadratic. A half-occupation result that matches the difference of two total energies therefore does not establish constant curvature.

A different comparison, which tests other transfers, follows from `energy_formula`. Compute E(1/2), e(1/2) and e(3/4), predict E(x) at another occupation in [0,1], and compare it with a converged calculation. If they differ, the half-way rule fails for at least one of the four transfers used in the derivation:

1/2 → x, 1 − x/2 → x/2, x/2 → 1/2 + x/2, 1 − x/2 → 1/2 + x/2.

If they agree at one x, that alone does not make the curve quadratic.

The equivalences concern exactness and give no error estimate for a nearly quadratic energy. Nor do they say that the midpoint beats another fraction for a particular transfer. They are statements about real numbers, so rounding and incomplete self-consistency need their own tolerances.

The step left to the user is to identify E and e with what the program prints. E must be the total energy along one continuous family of self-consistent states, and e must be the eigenvalue of the orbital whose occupation is varied or, for an excitation, the eigenvalue of the orbital being filled minus that of the orbital being emptied. If the calculation switches to another solution between two occupations, or the orbital order changes and the wrong eigenvalue is read, the numbers no longer belong to the functions in the theorems.
